# Lucky breakdown of DIIS: for injective $A$, linearly dependent Richardson residuals combine to zero with coefficients summing to one

## Two dependent residuals

Suppose a self-consistency problem, linearised near its solution, reads $Ax=b$. Start from a trial vector $x_0$, form the residual $r_0=b-Ax_0$, and take the simplest step, $x_1=x_0+r_0$. The new residual is $r_1=b-Ax_1=r_0-Ar_0$. DIIS now looks for coefficients with $c_0+c_1=1$ that make $c_0r_0+c_1r_1$ as small as possible. What happens if $r_0$ and $r_1$ are linearly dependent, so that the second residual has brought no new direction?

If $r_0=0$, then $x_0$ is already the solution. Otherwise $r_1$ is a multiple of $r_0$, and since $Ar_0=r_0-r_1$, there is a number $a$ with $Ar_0=ar_0$ and $r_1=(1-a)r_0$. If $A$ is injective, $a\neq0$, and the choice

$$c_0=1-\frac1a,\qquad c_1=\frac1a$$

gives $c_0r_0+c_1r_1=0$. The extrapolated vector $c_0x_0+c_1x_1=x_0+r_0/a$ solves $Ax=b$. For injective $A$, the loss of a direction therefore means that the extrapolated vector is an exact solution, even if $x_1$ itself is far from it. This is what makes the breakdown lucky.

The same holds for any number of residuals. Let $A$ be an injective linear operator, and let $x_{i+1}=x_i+r_i$ with $r_i=b-Ax_i$; this is Richardson iteration. Then $r_0,\dots,r_k$ are linearly dependent if and only if there are coefficients with $\sum_{i=0}^k c_i=1$ and $\sum_{i=0}^k c_ir_i=0$.

Such coefficients mean exact convergence, because

$$b-A\sum_{i=0}^k c_ix_i=\sum_{i=0}^k c_i(b-Ax_i)=\sum_{i=0}^k c_ir_i=0,$$

where the first equality uses $\sum_i c_i=1$.

## Removing $A$ from a vanishing combination

The update rule gives the recursion

$$r_{i+1}=b-A(x_i+r_i)=r_i-Ar_i .$$

Let $C_i=c_0+\dots+c_i$ be the partial sums of the coefficients, with $C_{-1}=0$. Writing $c_i=C_i-C_{i-1}$ and collecting the terms that contain each $C_i$, we find

$$\sum_{i=0}^k c_ir_i=C_kr_k+\sum_{i=0}^{k-1}C_i(r_i-r_{i+1})=C_kr_k+A\sum_{i=0}^{k-1}C_ir_i .$$

Now let $\sum_{i=0}^k c_ir_i=0$ with some $c_i\neq0$. If $C_k\neq0$, the coefficients $c_i/C_k$ sum to one and still give zero. This settles $k=0$, where $C_0=c_0\neq0$.

If $C_k=0$, then $k\geq1$ and the identity reduces to $A\sum_{i=0}^{k-1}C_ir_i=0$. Injectivity removes $A$:

$$\sum_{i=0}^{k-1}C_ir_i=0 .$$

This is a vanishing combination of one residual fewer. Its coefficients are not all zero: if $C_0,\dots,C_{k-1}$ vanished together with $C_k$, every difference $c_i=C_i-C_{i-1}$ would vanish too. By induction, the shorter list has a vanishing combination with coefficient sum one, and giving $r_k$ the coefficient zero extends it to the full list.

The converse is short. Coefficients that sum to one are not all zero, so a vanishing combination with such coefficients is a linear dependence.

## What a zero mode does

Take $A=0$ on the real line, $b=1$ and $x_0=0$. Then $r_0=r_1=1$, and the two residuals are dependent because $r_0-r_1=0$. Yet $c_0r_0+c_1r_1=c_0+c_1$, which equals one for every admissible choice. The breakdown is not lucky, and the equation $0\cdot x=1$ has no solution.

The same construction works for any $A$ with $Av=0$ and $v\neq0$: with $b=v$ and $x_0=0$, every residual equals $v$. Injectivity is thus exactly the condition under which breakdown is lucky for all right-hand sides and all starting vectors. For a particular $b$ and $x_0$, breakdown can be lucky with a singular $A$ as well.

## The DIIS equations of a density-mixing run

In a self-consistent-field calculation, let $F$ map an input density to the output density, and let $x_*$ be the converged density. To first order in $x-x_*$, the residual is $F(x)-x\approx b-Ax$, with $A=1-F'(x_*)$ and $b=Ax_*$. A zero mode of $A$ is a density change that the linearised map returns unchanged. Injectivity says that the solution has no such marginal direction.

From stored real residuals, the program builds the overlap matrix $B_{ij}=\langle r_i,r_j\rangle$ and solves

$$\begin{pmatrix}B&\mathbf 1\\ \mathbf 1^{T}&0\end{pmatrix}\begin{pmatrix}c\\ \lambda\end{pmatrix}=\begin{pmatrix}0\\ 1\end{pmatrix},$$

where $\mathbf 1$ is the column of ones and $\lambda$ the Lagrange multiplier of the constraint. When $r_k$ is the first residual to depend on its predecessors, $B$ becomes singular with a one-dimensional null space. If $A$ is injective, the result above says that this null space contains a vector with coefficient sum one. That vector, with $\lambda=0$, solves the bordered system, and the bordered matrix itself stays invertible.

For electronic structure, the result thus interprets an exactly singular $B$ as convergence of the extrapolated vector, within a linear model that has no zero mode and whose history consists of plain Richardson steps. The step from there to a production run is a real one: $F$ is nonlinear, and most programs feed each extrapolated vector back into the iteration, which changes the recursion for the residuals.

## Iterates and residuals in Lean

The formal development works over an arbitrary field `K` and an arbitrary vector space `V`, which may be infinite-dimensional. No inner product is needed, because the statement concerns a combination that vanishes and not one that is merely small.

```lean
import Mathlib

open Finset

namespace DIISLuckyBreakdown

variable {K V : Type*} [Field K] [AddCommGroup V] [Module K V]
```

The operator is a linear map `A : V →ₗ[K] V`, and `x0` is the starting vector. The iterates are defined by the update rule with a full step. A damping factor $\alpha\neq0$ can be absorbed by replacing $A$ and $b$ with $\alpha A$ and $\alpha b$, which only rescales the residuals.

```lean
/-- The Richardson iterates for `A x = b`: each step adds the current residual `b - A x`
to the current iterate, starting from `x0`. -/
def richardson (A : V →ₗ[K] V) (b x0 : V) : ℕ → V
  | 0 => x0
  | k + 1 => richardson A b x0 k + (b - A (richardson A b x0 k))
```

The residual has the sign convention $b-Ax$, so `residual A b x0 k` is $r_k$.

```lean
/-- The residual `b - A x` of the `k`-th Richardson iterate. -/
def residual (A : V →ₗ[K] V) (b x0 : V) (k : ℕ) : V :=
  b - A (richardson A b x0 k)
```

The recursion $r_{k+1}=r_k-Ar_k$ is a consequence of these two definitions. The proof unfolds them, uses the additivity of $A$, and rearranges the terms.

```lean
/-- Richardson residuals obey the recursion `r (k+1) = r k - A (r k)`. -/
theorem residual_succ (A : V →ₗ[K] V) (b x0 : V) (k : ℕ) :
    residual A b x0 (k + 1) = residual A b x0 k - A (residual A b x0 k) := by
  simp only [residual, richardson, map_add]
  abel
```

## Partial sums of the coefficients

In Lean, `range (k + 1)` is the set $\{0,\dots,k\}$, so the inner sum over `range (i + 1)` is $C_i$. The next theorem is the summation by parts derived above, for any sequence of coefficients.

```lean
/-- Summation by parts: a combination of residuals equals its coefficient sum times the last
residual, plus `A` applied to a shorter combination weighted by the partial coefficient sums. -/
theorem summation_by_parts (A : V →ₗ[K] V) (b x0 : V) (c : ℕ → K) (k : ℕ) :
    ∑ i ∈ range (k + 1), c i • residual A b x0 i =
      (∑ i ∈ range (k + 1), c i) • residual A b x0 k +
        A (∑ i ∈ range k, (∑ j ∈ range (i + 1), c j) • residual A b x0 i) := by
  induction k with
  | zero => simp
  | succ k ih =>
    rw [sum_range_succ (fun i => c i • residual A b x0 i) (k + 1), ih,
      sum_range_succ (fun i => (∑ j ∈ range (i + 1), c j) • residual A b x0 i) k,
      sum_range_succ c (k + 1), map_add, map_smul, residual_succ]
    module
```

The proof is by induction on `k` instead of by regrouping. Adding the term $c_{k+1}r_{k+1}$ to the identity for $k$ requires $C_kr_k=C_kr_{k+1}+C_kAr_k$, which is the recursion multiplied by $C_k$. After the rewriting steps have split off the last terms and inserted the recursion, `module` checks the remaining vector identity.

The second lemma on partial sums says that if $C_0,\dots,C_{n-1}$ vanish, then so do $c_0,\dots,c_{n-1}$. It is the step that keeps the shorter combination non-trivial.

```lean
/-- If the first `n` partial sums of a sequence of coefficients vanish, so do its first `n`
coefficients. -/
theorem eq_zero_of_partial_sums (c : ℕ → K) (n : ℕ)
    (h : ∀ i < n, ∑ j ∈ range (i + 1), c j = 0) : ∀ i < n, c i = 0 := by
  intro i hi
  cases i with
  | zero => simpa using h 0 hi
  | succ i =>
    have h1 := h (i + 1) hi
    rwa [sum_range_succ, h i (by omega), zero_add] at h1
```

## From any dependence to coefficient sum one

The induction on the number of residuals is contained in `exists_normalised`. Its statement quantifies over all coefficient sequences `c` after `k` has been fixed. This matters because the induction hypothesis is applied to the partial sums and not to the original coefficients.

```lean
/-- For injective `A`, a vanishing combination of the residuals `r 0, ..., r k` with some
non-zero coefficient can be replaced by one whose coefficients sum to one. -/
theorem exists_normalised (A : V →ₗ[K] V) (b x0 : V) (hA : Function.Injective A) (k : ℕ) :
    ∀ c : ℕ → K, ∑ i ∈ range (k + 1), c i • residual A b x0 i = 0 →
      (∃ i < k + 1, c i ≠ 0) →
      ∃ d : ℕ → K, ∑ i ∈ range (k + 1), d i = 1 ∧
        ∑ i ∈ range (k + 1), d i • residual A b x0 i = 0 := by
  -- a non-zero coefficient sum can be divided out
  have scale : ∀ (m : ℕ) (c : ℕ → K), ∑ i ∈ range (m + 1), c i ≠ 0 →
      ∑ i ∈ range (m + 1), c i • residual A b x0 i = 0 →
      ∃ d : ℕ → K, ∑ i ∈ range (m + 1), d i = 1 ∧
        ∑ i ∈ range (m + 1), d i • residual A b x0 i = 0 := by
    intro m c hs h
    refine ⟨fun i => (∑ j ∈ range (m + 1), c j)⁻¹ * c i, ?_, ?_⟩
    · rw [← mul_sum, inv_mul_cancel₀ hs]
    · simp only [mul_smul]
      rw [← smul_sum, h, smul_zero]
  induction k with
  | zero =>
    rintro c h ⟨i, hi, hci⟩
    obtain rfl : i = 0 := by omega
    exact scale 0 c (by simpa using hci) h
  | succ k ih =>
    rintro c h ⟨i, hi, hci⟩
    by_cases hs : ∑ j ∈ range (k + 1 + 1), c j = 0
    · -- zero coefficient sum: cancel `A` and pass to the partial sums
      have hp := summation_by_parts A b x0 c (k + 1)
      rw [h, hs, zero_smul, zero_add] at hp
      have hq := (injective_iff_map_eq_zero A).1 hA _ hp.symm
      have hne : ∃ m < k + 1, ∑ j ∈ range (m + 1), c j ≠ 0 := by
        by_contra hn
        push Not at hn
        refine hci (eq_zero_of_partial_sums c (k + 1 + 1) (fun m hm => ?_) i hi)
        by_cases hm' : m < k + 1
        · exact hn m hm'
        · obtain rfl : m = k + 1 := by omega
          exact hs
      obtain ⟨d, h1, h2⟩ := ih (fun m => ∑ j ∈ range (m + 1), c j) hq hne
      -- pad the shorter combination with a zero coefficient
      obtain ⟨e, he, he'⟩ : ∃ e : ℕ → K, (∀ m ∈ range (k + 1), e m = d m) ∧ e (k + 1) = 0 :=
        ⟨fun m => if m < k + 1 then d m else 0, fun m hm => if_pos (mem_range.1 hm),
          if_neg (lt_irrefl _)⟩
      have h3 : ∑ m ∈ range (k + 1), e m • residual A b x0 m =
          ∑ m ∈ range (k + 1), d m • residual A b x0 m :=
        sum_congr rfl fun m hm => by rw [he m hm]
      refine ⟨e, ?_, ?_⟩
      · rw [sum_range_succ, sum_congr rfl he, h1, he', add_zero]
      · rw [sum_range_succ, h3, h2, he', zero_smul, add_zero]
    · exact scale (k + 1) c hs h
```

The auxiliary claim `scale` is the division by a non-zero coefficient sum. It handles `k = 0` and, in the inductive step, the case where the sum `hs` refers to is non-zero. In the other case, `hp` is the summation by parts with its left side and its first term on the right removed, and `hq` is what remains once injectivity has cancelled $A$. The claim `hne` states that some partial sum is non-zero; it is proved by contradiction from the preceding lemma. The induction hypothesis then supplies `d`, and `e` is `d` extended by a zero coefficient for the last residual.

## The equivalence for injective operators

The main theorem reads: for injective `A`, any `b` and `x0`, and any `k`, the family $r_0,\dots,r_k$ fails to be linearly independent if and only if there are coefficients with sum one that combine it to zero. The index type `Fin (k + 1)` has the elements $0,\dots,k$. Independence is that of an indexed family, so two equal residuals at different steps count as dependent. For `k = 0` the statement says that a single residual is dependent exactly when it is zero.

```lean
/-- Lucky breakdown of DIIS: for injective `A`, the Richardson residuals `r 0, ..., r k` are
linearly dependent if and only if some coefficients summing to one combine them to zero. -/
theorem lucky_breakdown (A : V →ₗ[K] V) (hA : Function.Injective A) (b x0 : V) (k : ℕ) :
    ¬ LinearIndependent K (fun i : Fin (k + 1) => residual A b x0 i) ↔
      ∃ c : Fin (k + 1) → K, ∑ i, c i = 1 ∧ ∑ i, c i • residual A b x0 i = 0 := by
  constructor
  · intro h
    obtain ⟨g, hg, i, hi⟩ := Fintype.not_linearIndependent_iff.1 h
    -- extend the finite list of coefficients to a sequence
    obtain ⟨c, hc⟩ : ∃ c : ℕ → K, ∀ j : Fin (k + 1), c j = g j :=
      ⟨fun j => if hj : j < k + 1 then g ⟨j, hj⟩ else 0, fun j => dif_pos j.isLt⟩
    obtain ⟨d, h1, h2⟩ := exists_normalised A b x0 hA k c
      (by rw [sum_range]; simpa only [hc] using hg) ⟨i, i.isLt, by rwa [hc]⟩
    rw [sum_range] at h1 h2
    exact ⟨fun j => d j, h1, h2⟩
  · rintro ⟨c, h1, h2⟩
    refine Fintype.not_linearIndependent_iff.2 ⟨c, h2, ?_⟩
    by_contra hn
    push Not at hn
    simp [hn] at h1
```

In the forward direction, `Fintype.not_linearIndependent_iff` turns dependence into a vanishing combination with a non-zero coefficient. The finite list of coefficients is extended to a sequence so that `exists_normalised` applies. In the backward direction, if all coefficients were zero, their sum could not be one.

The theorem concerns the existence of the coefficients. The DIIS minimisation, the bordered system and the extrapolated vector $\sum_i c_ix_i$ belong to the derivation by hand.

## Injectivity as the exact condition

The next theorem fixes `A` and lets `b`, `x0` and `k` vary. It states that every breakdown is lucky if and only if `A` is injective.

```lean
/-- Breakdown is lucky for every right-hand side, starting vector and number of steps exactly
when `A` is injective. -/
theorem injective_iff_always_lucky (A : V →ₗ[K] V) :
    Function.Injective A ↔ ∀ (b x0 : V) (k : ℕ),
      ¬ LinearIndependent K (fun i : Fin (k + 1) => residual A b x0 i) →
        ∃ c : Fin (k + 1) → K, ∑ i, c i = 1 ∧ ∑ i, c i • residual A b x0 i = 0 := by
  refine ⟨fun hA b x0 k => (lucky_breakdown A hA b x0 k).1, fun h => ?_⟩
  refine (injective_iff_map_eq_zero A).2 fun v hv => ?_
  -- with `b = v` in the kernel and `x0 = 0` the residual never changes
  have hr : ∀ k, residual A v 0 k = v := by
    intro k
    induction k with
    | zero => simp [residual, richardson]
    | succ k ih => rw [residual_succ, ih, hv, sub_zero]
  obtain ⟨c, h1, h2⟩ := h v 0 1 (fun hli => by
    have h01 : (0 : Fin (1 + 1)) = 1 := hli.injective (by simp only [hr])
    exact absurd h01 (by decide))
  simp only [hr] at h2
  rwa [← sum_smul, h1, one_smul] at h2
```

One direction is the main theorem. For the other, a vector `v` with $Av=0$ is taken as the right-hand side, with starting vector zero. The claim `hr` shows by induction that every residual equals `v`. A linearly independent family has distinct members, so $r_0$ and $r_1$ are dependent, and the hypothesis gives coefficients with sum one. Their combination is $(c_0+c_1)v=v$, and since it vanishes, $v=0$.

## Invertible real matrices

For a real square matrix, the hypothesis is that the determinant is a unit, which over the real numbers means that it is non-zero. Here `n` is the index type of the matrix, not a number as in the lemma on partial sums, and `A.mulVecLin` is the linear map $x\mapsto Ax$. No symmetry or positivity of the matrix is assumed, and the Richardson iteration itself need not converge.

```lean
/-- The case of a real matrix `A` with invertible determinant: the Richardson residuals
`r 0, ..., r k` are linearly dependent if and only if some real coefficients summing to one
combine them to zero. -/
theorem lucky_breakdown_matrix {n : Type*} [Fintype n] [DecidableEq n]
    (A : Matrix n n ℝ) (hA : IsUnit A.det) (b x0 : n → ℝ) (k : ℕ) :
    ¬ LinearIndependent ℝ (fun i : Fin (k + 1) => residual A.mulVecLin b x0 i) ↔
      ∃ c : Fin (k + 1) → ℝ, ∑ i, c i = 1 ∧ ∑ i, c i • residual A.mulVecLin b x0 i = 0 := by
  refine lucky_breakdown A.mulVecLin (fun x y hxy => ?_) b x0 k
  have h : A.mulVec x = A.mulVec y := hxy
  have h' := congrArg (fun z => A⁻¹.mulVec z) h
  simpa only [Matrix.mulVec_mulVec, Matrix.nonsing_inv_mul A hA, Matrix.one_mulVec] using h'

end DIISLuckyBreakdown
```

The proof derives injectivity by multiplying $Ax=Ay$ from the left by $A^{-1}$, and then applies the main theorem.

```lean
#print axioms DIISLuckyBreakdown.lucky_breakdown
#print axioms DIISLuckyBreakdown.injective_iff_always_lucky
#print axioms DIISLuckyBreakdown.lucky_breakdown_matrix
```

```
'DIISLuckyBreakdown.lucky_breakdown' depends on axioms: [propext, Classical.choice, Quot.sound]
'DIISLuckyBreakdown.injective_iff_always_lucky' depends on axioms: [propext, Classical.choice, Quot.sound]
'DIISLuckyBreakdown.lucky_breakdown_matrix' depends on axioms: [propext, Classical.choice, Quot.sound]
```
